# Heisenberg evolution in the Hubbard atom: the annihilator splits into components of frequency $e$ and $e+U$

Let $u$ and $d$ be complex square matrices of the same finite size that, together with their adjoints $u^\dagger$ and $d^\dagger$, obey the canonical anticommutation relations (CAR) of two fermionic modes. With $\{A,B\} = AB+BA$ these read
$$u^2 = d^2 = 0,\qquad \{u,u^\dagger\} = \{d,d^\dagger\} = 1,\qquad \{u,d\} = \{u,d^\dagger\} = 0 .$$
Put $n_u = u^\dagger u$, $n_d = d^\dagger d$ and, for real $e$ and $U$,
$$H = e\,(n_u+n_d) + U\,n_u n_d .$$
Then for every real $t$, in units with $\hbar = 1$, the Heisenberg operator $u(t) = \exp(itH)\,u\,\exp(-itH)$ is
$$u(t) = \exp(-iet)\,\bigl(1 + (\exp(-iUt)-1)\,n_d\bigr)\,u = \exp(-iet)\,(1-n_d)\,u + \exp(-i(e+U)t)\,n_d\,u .$$

The modes are the spin-up and spin-down states of one orbital. The number $e$ is the orbital energy, equal for both spins, and $U$ is the extra energy of double occupation, a repulsion when positive. Removing the up electron changes the energy by $-e$ when the down state is empty and by $-(e+U)$ when it is filled; the two frequencies are distinct exactly when $U \neq 0$. For the Hubbard model this describes the atomic limit only, one site with the hopping switched off, where it gives the single-particle correlation function in closed form.

## From the anticommutators to the two phases

For a single mode $a$, standing for $u$ or $d$, with $n_a = a^\dagger a$, the relations $a^2=0$ and $aa^\dagger = 1 - a^\dagger a$ give
$$a n_a = (1-a^\dagger a)a = a,\qquad n_a a = a^\dagger a^2 = 0,\qquad n_a^2 = a^\dagger (a n_a) = n_a .$$
Moving $u$ past the two factors of $n_d$ costs two signs,
$$u n_d = u d^\dagger d = -d^\dagger u d = d^\dagger d u = n_d u ,$$
and the adjoint of this equation, with $n_d^\dagger = n_d$, shows that $u^\dagger$ commutes with $n_d$ too. Hence $n_u$, and with it $H$, commutes with $n_d$.

Now multiply $H$ by $u$ on either side. From $u n_u = u$ and $u n_d = n_d u$,
$$uH = e\,u + e\,n_d u + U\,n_d u .$$
From $n_u u = 0$ and $n_u n_d u = n_u u\, n_d = 0$ we get $Hu = e\,n_d u$. Subtracting,
$$uH = (H + e + U n_d)\,u .$$

If $aX = Ya$ for matrices $a$, $X$, $Y$, then $aX^k = Y^k a$ for every $k \ge 0$ by induction, and summing the exponential series gives $a\exp X = (\exp Y)\, a$. With $X = -itH$ and $Y = -it(H+e+Un_d)$,
$$u(t) = \exp(itH)\,\exp\bigl(-it(H+e+Un_d)\bigr)\,u .$$
The two exponents commute because $H$ commutes with $n_d$, so they add, $H$ cancels, and
$$u(t) = \exp(-iet - iUt\,n_d)\,u = \exp(-iet)\,\exp(-iUt\,n_d)\,u .$$
For a matrix $P$ with $P^2=P$ and a complex number $c$ we have $(cP)^k = c^kP$ for $k\ge1$, so
$$\exp(cP) = 1 + \sum_{k\ge1}\frac{c^k}{k!}P = 1 + (\exp c - 1)P .$$
Taking $P = n_d$ and $c = -iUt$ gives the first form of the result. The second follows from $1 + (z-1)n_d = (1-n_d) + z\,n_d$ with $z = \exp(-iUt)$.

Neither component vanishes on a nonzero space. Since $u^\dagger$ commutes with $n_d$,
$$\{n_d u, u^\dagger\} = n_d\,(uu^\dagger + u^\dagger u) = n_d,\qquad \{(1-n_d)u, u^\dagger\} = 1 - n_d .$$
If $n_d u = 0$, then $n_d = 0$ and $d = d\,n_d = 0$. If $(1-n_d)u = 0$, then $n_d = 1$ and $d = n_d d = 0$. In both cases $\{d,d^\dagger\} = 1$ becomes $0 = 1$.

The same anticommutators give $\{u(t),u^\dagger\} = \exp(-iet)(1-n_d) + \exp(-i(e+U)t)\,n_d$. For a matrix $\rho$ with $\operatorname{tr}\rho = 1$, and $\langle n_d\rangle = \operatorname{tr}(\rho\, n_d)$,
$$\operatorname{tr}\bigl(\rho\,\{u(t),u^\dagger\}\bigr) = (1-\langle n_d\rangle)\exp(-iet) + \langle n_d\rangle\exp(-i(e+U)t) .$$
When $\rho$ is the thermal state of $H$, which is the grand-canonical state if $e$ is measured from the chemical potential, this is, up to the factor $-i$ and the restriction to $t>0$, the spin-up retarded Green function of the atom.

## Two modes that are not independent

The relation $\{u,d^\dagger\}=0$ says that $u$ and $d$ belong to orthogonal one-particle states. Drop it and take
$$u = d = a = \begin{pmatrix}0&1\\0&0\end{pmatrix},\qquad n_a = \begin{pmatrix}0&0\\0&1\end{pmatrix}.$$
The other five relations hold, including $\{u,d\} = 2a^2 = 0$, while $\{u,d^\dagger\} = 1$. Here $H = (2e+U)\,n_a$, so $Ha = 0$, $aH = (2e+U)a$ and $u(t) = \exp(-i(2e+U)t)\,a$. The formula would give $\exp(-iet)\,a$, because $n_d u = n_a a = 0$. The two disagree unless $(e+U)t$ is a multiple of $2\pi$. The step that breaks is $u n_d = n_d u$, which now reads $a = 0$. This example, like the reading of the four basis states at the end, is pencil work that the Lean file does not contain.

## Modes, Hamiltonian and time evolution as matrices

```lean
import Mathlib

open Matrix Complex

namespace HubbardAtom

noncomputable section

variable {n : Type*} [Fintype n] [DecidableEq n]
```

Operators are elements of `Matrix n n ℂ`, where `n` is a finite type labelling an orthonormal basis; this `n` is unrelated to the number operators. The dimension is finite but not fixed, so the space may be larger than the four-dimensional Fock space of the atom; the anticommutation relations themselves allow only multiples of four.

```lean
/-- Canonical anticommutation relations for two modes with annihilators `u`, `d`
and creators `uᴴ`, `dᴴ`. -/
structure TwoModeCAR (u d : Matrix n n ℂ) : Prop where
  uu : u * u = 0
  dd : d * d = 0
  u_adj : u * uᴴ + uᴴ * u = 1
  d_adj : d * dᴴ + dᴴ * d = 1
  ud : u * d + d * u = 0
  ud_adj : u * dᴴ + dᴴ * u = 0
```

The postfix `ᴴ` is the conjugate transpose, so the creators are the adjoints of the annihilators by construction. The six fields are the six relations stated at the start; the remaining ones, such as $\{d,u^\dagger\}=0$, are their adjoints. Fermi statistics is assumed through `TwoModeCAR`, not derived.

```lean
/-- The number operator `a† a` of a mode. -/
def num (a : Matrix n n ℂ) : Matrix n n ℂ := aᴴ * a

/-- The Hubbard atom Hamiltonian `e (n_u + n_d) + U n_u n_d`. -/
def hubbard (e U : ℝ) (u d : Matrix n n ℂ) : Matrix n n ℂ :=
  (e : ℂ) • (num u + num d) + (U : ℂ) • (num u * num d)
```

The parameters `e` and `U` are real and of either sign. There is no hopping term, no magnetic field splitting the two spins and no time dependence in $H$.

```lean
/-- The Heisenberg operator `exp(itH) A exp(-itH)`. -/
def evolve (t : ℝ) (H A : Matrix n n ℂ) : Matrix n n ℂ :=
  NormedSpace.exp ((I * t) • H) * A * NormedSpace.exp ((-(I * t)) • H)
```

`evolve t H A` fixes the sign convention $A(t) = \exp(itH)A\exp(-itH)$ and $\hbar=1$; `I` is the imaginary unit and `NormedSpace.exp` the matrix exponential.

## Three facts about the matrix exponential

The first lemma states that the power series sums to the exponential. A matrix norm is chosen inside the proof in order to apply Mathlib's general theorem, and the statement itself mentions none.

```lean
/-- The series `∑ A^k / k!` converges to the matrix exponential. -/
theorem hasSum_exp_series (A : Matrix n n ℂ) :
    HasSum (fun k : ℕ => ((k.factorial : ℂ)⁻¹) • A ^ k) (NormedSpace.exp A) := by
  open scoped Matrix.Norms.Operator in
  exact NormedSpace.exp_series_hasSum_exp' (𝕂 := ℂ) A
```

In `exp_intertwine` the hypothesis $aX=Ya$ is Mathlib's `SemiconjBy a X Y`, and `pow_right` supplies $aX^k = Y^ka$. Then `hk` matches the two series term by term, and uniqueness of the sum identifies the limits.

```lean
/-- If `a X = Y a`, then `a exp X = exp Y a`. -/
theorem exp_intertwine {a X Y : Matrix n n ℂ} (h : a * X = Y * a) :
    a * NormedSpace.exp X = NormedSpace.exp Y * a := by
  have h' : SemiconjBy a X Y := h
  have hk : ∀ k : ℕ, a * (((k.factorial : ℂ)⁻¹) • X ^ k)
      = (((k.factorial : ℂ)⁻¹) • Y ^ k) * a := fun k => by
    rw [mul_smul_comm, smul_mul_assoc, (h'.pow_right k).eq]
  have h1 := (hasSum_exp_series X).mul_left a
  simp only [hk] at h1
  exact h1.unique ((hasSum_exp_series Y).mul_right a)
```

For the idempotent case, `hk` writes the $k$-th term as $(c^k/k!)P$ plus a correction $1-P$ at $k=0$, since $(cP)^0 = 1$. The sum is $(\exp c)\,P + 1 - P$, which `module` rearranges. Hermiticity of $P$ is not needed.

```lean
/-- For an idempotent `P`, `exp(cP) = 1 + (e^c - 1) P`. -/
theorem exp_smul_idem (c : ℂ) {P : Matrix n n ℂ} (hP : P * P = P) :
    NormedSpace.exp (c • P) = 1 + (Complex.exp c - 1) • P := by
  have h1 : HasSum (fun k : ℕ => ((k.factorial : ℂ)⁻¹) • c ^ k) (Complex.exp c) := by
    rw [Complex.exp_eq_exp_ℂ]
    exact NormedSpace.exp_series_hasSum_exp' (𝕂 := ℂ) c
  have h2 : HasSum (fun k : ℕ => if k = 0 then 1 - P else 0) (1 - P) :=
    hasSum_ite_eq 0 (1 - P)
  -- every term is a multiple of `P`, up to `1 - P` at order zero
  have hk : ∀ k : ℕ, ((k.factorial : ℂ)⁻¹) • (c • P) ^ k
      = (((k.factorial : ℂ)⁻¹) • c ^ k) • P + if k = 0 then 1 - P else 0 := by
    intro k
    cases k with
    | zero => simp
    | succ k =>
      have hp : P ^ (k + 1) = P := IsIdempotentElem.pow_succ_eq k hP
      rw [smul_pow, hp, if_neg (Nat.succ_ne_zero k), add_zero, smul_assoc]
  have h3 := hasSum_exp_series (c • P)
  simp only [hk] at h3
  rw [h3.unique ((h1.smul_const P).add h2)]
  module
```

## Mode algebra and the equation of motion

`num_one_mode` is the single-mode computation. The identity $a n_a = \{a,a^\dagger\}a - a^\dagger a^2$ holds in any ring and is checked by `noncomm_ring`, after which the two relations are inserted.

```lean
/-- For one fermionic mode, `a n = a`, `n a = 0` and `n² = n`. -/
theorem num_one_mode {a : Matrix n n ℂ} (h0 : a * a = 0) (h1 : a * aᴴ + aᴴ * a = 1) :
    a * num a = a ∧ num a * a = 0 ∧ num a * num a = num a := by
  have k : a * num a = a := by
    calc a * num a = (a * aᴴ + aᴴ * a) * a - aᴴ * (a * a) := by unfold num; noncomm_ring
      _ = a := by rw [h0, h1, one_mul, mul_zero, sub_zero]
  refine ⟨k, by rw [num, mul_assoc, h0, mul_zero], ?_⟩
  calc num a * num a = aᴴ * (a * num a) := mul_assoc _ _ _
    _ = num a := by rw [k, num]
```

In `num_other_mode`, step `h1` writes $u n_d - n_d u$ as $\{u,d^\dagger\}d - d^\dagger\{u,d\}$, which is the move with two signs; `h2` is its adjoint. Step `h3` pulls $n_d$ out of the anticommutator, and the last claim is $\{u,u^\dagger\}$ minus `h3`.

```lean
/-- Both `u` and `u†` commute with `n_d`; moreover `{n_d u, u†} = n_d` and
`{(1 - n_d) u, u†} = 1 - n_d`. -/
theorem num_other_mode {u d : Matrix n n ℂ} (h : TwoModeCAR u d) :
    Commute u (num d) ∧ Commute uᴴ (num d) ∧
      num d * u * uᴴ + uᴴ * (num d * u) = num d ∧
      (1 - num d) * u * uᴴ + uᴴ * ((1 - num d) * u) = 1 - num d := by
  have h1 : u * num d = num d * u := by
    calc u * num d = num d * u + ((u * dᴴ + dᴴ * u) * d - dᴴ * (u * d + d * u)) := by
          unfold num; noncomm_ring
      _ = num d * u := by rw [h.ud, h.ud_adj, zero_mul, mul_zero, sub_zero, add_zero]
  have h2 : uᴴ * num d = num d * uᴴ := by
    have := congrArg conjTranspose h1
    simp only [num, conjTranspose_mul, conjTranspose_conjTranspose] at this
    exact this.symm
  have h3 : num d * u * uᴴ + uᴴ * (num d * u) = num d := by
    rw [← mul_assoc uᴴ, h2, mul_assoc, mul_assoc, ← mul_add, h.u_adj, mul_one]
  refine ⟨h1, h2, h3, ?_⟩
  calc _ = (u * uᴴ + uᴴ * u) - (num d * u * uᴴ + uᴴ * (num d * u)) := by noncomm_ring
    _ = 1 - num d := by rw [h.u_adj, h3]
```

The equation of motion needs the two interaction products, `k4` for $u\,n_un_d = n_du$ and `k5` for $n_un_d\,u = 0$. After both sides are expanded, a linear identity in $u$ and $n_du$ remains.

```lean
/-- Equation of motion of the Hubbard atom: `u H = (H + e + U n_d) u`. -/
theorem mul_hubbard {u d : Matrix n n ℂ} (h : TwoModeCAR u d) (e U : ℝ) :
    u * hubbard e U u d = (hubbard e U u d + (e : ℂ) • 1 + (U : ℂ) • num d) * u := by
  obtain ⟨k1, k2, -⟩ := num_one_mode h.uu h.u_adj
  have k3 := (num_other_mode h).1.eq
  have k4 : u * (num u * num d) = num d * u := by rw [← mul_assoc, k1, k3]
  have k5 : num u * num d * u = 0 := by rw [mul_assoc, ← k3, ← mul_assoc, k2, zero_mul]
  simp only [hubbard, mul_add, add_mul, smul_add, mul_smul_comm, smul_mul_assoc, one_mul,
    k1, k2, k3, k4, k5, smul_zero]
  module
```

## The evolved annihilator

`evolve_hubbard` states the first form of the result for all `u`, `d` satisfying the CAR and all real `e`, `U`, `t`. Steps `hM` and `hH` are the commutation of $n_u$ and of $H$ with $n_d$, and `h1` moves $u$ through the propagator. Step `hc` allows the exponentials to be merged by `Matrix.exp_add_of_commute`, `hs` is the cancellation of $H$ in the exponent, and `hc'` allows the result to be split again. The idempotent lemma is used twice, with $P=1$ for the scalar phase and with $P = n_d$.

```lean
/-- Heisenberg evolution in the Hubbard atom:
`exp(itH) u exp(-itH) = exp(-iet) (1 + (exp(-iUt) - 1) n_d) u`. -/
theorem evolve_hubbard {u d : Matrix n n ℂ} (h : TwoModeCAR u d) (e U t : ℝ) :
    evolve t (hubbard e U u d) u
      = Complex.exp (-(I * e * t)) • ((1 + (Complex.exp (-(I * U * t)) - 1) • num d) * u) := by
  obtain ⟨c1, c2, -⟩ := num_other_mode h
  have hM : Commute (num u) (num d) := c2.mul_left c1
  have hH : Commute (hubbard e U u d) (num d) :=
    ((hM.add_left (Commute.refl _)).smul_left _).add_left
      ((hM.mul_left (Commute.refl _)).smul_left _)
  -- move `u` through the propagator, which shifts `H` by `e + U n_d`
  have h1 : u * NormedSpace.exp ((-(I * t)) • hubbard e U u d)
      = NormedSpace.exp ((-(I * t)) • (hubbard e U u d + (e : ℂ) • 1 + (U : ℂ) • num d)) * u :=
    exp_intertwine (by rw [mul_smul_comm, smul_mul_assoc, mul_hubbard h])
  have hc : Commute ((I * t) • hubbard e U u d)
      ((-(I * t)) • (hubbard e U u d + (e : ℂ) • 1 + (U : ℂ) • num d)) :=
    ((((Commute.refl _).add_right ((Commute.one_right _).smul_right _)).add_right
      (hH.smul_right _)).smul_left _).smul_right _
  have hs : (I * t) • hubbard e U u d
      + (-(I * t)) • (hubbard e U u d + (e : ℂ) • 1 + (U : ℂ) • num d)
      = (-(I * e * t)) • (1 : Matrix n n ℂ) + (-(I * U * t)) • num d := by module
  have hc' : Commute ((-(I * e * t)) • (1 : Matrix n n ℂ)) ((-(I * U * t)) • num d) :=
    ((Commute.one_left _).smul_left _).smul_right _
  -- the commuting exponentials merge and `H` cancels
  rw [evolve, mul_assoc, h1, ← mul_assoc, ← Matrix.exp_add_of_commute _ _ hc, hs,
    Matrix.exp_add_of_commute _ _ hc', exp_smul_idem _ (one_mul (1 : Matrix n n ℂ)),
    exp_smul_idem _ (num_one_mode h.dd h.d_adj).2.2]
  simp only [add_mul, mul_add, one_mul, mul_one, smul_mul_assoc, mul_smul_comm]
  module
```

`two_frequencies` joins the splitting to the non-vanishing of both components. The latter is conditional on `Nonempty n`, because on the zero-dimensional space $1=0$, the CAR hold trivially and every matrix vanishes. The condition $U\neq0$ is not assumed, and for $U=0$ the two terms recombine to $\exp(-iet)\,u$. The first half uses `he`, the product rule for the phases; the second half follows the two contradictions above through `hd`, the statement $d \neq 0$.

```lean
/-- The evolved `u` is `exp(-iet) (1 - n_d) u + exp(-i(e+U)t) n_d u`, and on a nonzero
space both `(1 - n_d) u` and `n_d u` are nonzero. -/
theorem two_frequencies {u d : Matrix n n ℂ} (h : TwoModeCAR u d) (e U t : ℝ) :
    evolve t (hubbard e U u d) u
      = Complex.exp (-(I * e * t)) • ((1 - num d) * u)
        + Complex.exp (-(I * (e + U) * t)) • (num d * u) ∧
    (Nonempty n → (1 - num d) * u ≠ 0 ∧ num d * u ≠ 0) := by
  constructor
  · have he : Complex.exp (-(I * (e + U) * t))
        = Complex.exp (-(I * e * t)) * Complex.exp (-(I * U * t)) := by
      rw [← Complex.exp_add]; congr 1; ring
    rw [evolve_hubbard h, he]
    simp only [add_mul, sub_mul, one_mul, smul_mul_assoc]
    module
  · intro _
    obtain ⟨k1, k2, -⟩ := num_one_mode h.dd h.d_adj
    obtain ⟨-, -, k3, k4⟩ := num_other_mode h
    have hd : d ≠ 0 := fun h0 => by
      have := h.d_adj
      rw [h0] at this
      simp at this
    -- a vanishing component forces `n_d = 1` or `n_d = 0`, hence `d = 0`
    refine ⟨fun h0 => hd ?_, fun h0 => hd ?_⟩
    · rw [h0, zero_mul, mul_zero, add_zero] at k4
      rwa [← sub_eq_zero.mp k4.symm, one_mul] at k2
    · rw [h0, zero_mul, mul_zero, add_zero] at k3
      rw [← k3, mul_zero] at k1
      exact k1.symm
```

In `anticommutator_correlation` the only condition on `ρ` is trace one. It need not be Hermitian, positive or stationary, so the weight `(ρ * num d).trace` is in general a complex number, and it is an occupation probability when $\rho$ is a density matrix. Step `hA` is the operator identity for $\{u(t),u^\dagger\}$, obtained as the combination of `k4` and `k3` with the two phases as coefficients; linearity of the trace finishes the proof. The statement stays in the time domain, with no Fourier transform or spectral function, and the value of $\langle n_d\rangle$ in a thermal state is not computed.

```lean
/-- For `ρ` of trace one, `tr(ρ {u(t), u†})` equals
`(1 - ⟨n_d⟩) exp(-iet) + ⟨n_d⟩ exp(-i(e+U)t)` with `⟨n_d⟩ = tr(ρ n_d)`. -/
theorem anticommutator_correlation {u d ρ : Matrix n n ℂ} (h : TwoModeCAR u d)
    (hρ : ρ.trace = 1) (e U t : ℝ) :
    (ρ * (evolve t (hubbard e U u d) u * uᴴ + uᴴ * evolve t (hubbard e U u d) u)).trace
      = (1 - (ρ * num d).trace) * Complex.exp (-(I * e * t))
        + (ρ * num d).trace * Complex.exp (-(I * (e + U) * t)) := by
  obtain ⟨-, -, k3, k4⟩ := num_other_mode h
  have hA : evolve t (hubbard e U u d) u * uᴴ + uᴴ * evolve t (hubbard e U u d) u
      = Complex.exp (-(I * e * t)) • (1 - num d)
        + Complex.exp (-(I * (e + U) * t)) • num d := by
    rw [(two_frequencies h e U t).1]
    simp only [add_mul, mul_add uᴴ, smul_mul_assoc, mul_smul_comm]
    linear_combination (norm := module)
      Complex.exp (-(I * e * t)) • k4 + Complex.exp (-(I * (e + U) * t)) • k3
  rw [hA]
  simp only [mul_add ρ, mul_smul_comm, mul_sub ρ, mul_one, trace_add, trace_smul, trace_sub,
    hρ, smul_eq_mul]
  ring
```

## The four-dimensional Fock space

An explicit pair of matrices shows that `TwoModeCAR` is satisfied on a nonzero space. Rows and columns are numbered $0,1,2,3$, and the index equals $2n_u+n_d$ in terms of the occupations: state $0$ is the vacuum $|0\rangle$, state $1$ is $d^\dagger|0\rangle$, state $2$ is $u^\dagger|0\rangle$ and state $3$ is $u^\dagger d^\dagger|0\rangle$.

```lean
/-- Jordan-Wigner matrix of the annihilator `u` on the four-dimensional Fock space. -/
def jwU : Matrix (Fin 4) (Fin 4) ℂ := !![0, 0, 1, 0; 0, 0, 0, 1; 0, 0, 0, 0; 0, 0, 0, 0]
```

The entry $-1$ in row $2$, column $3$ of `jwD` is the Jordan-Wigner sign picked up when $d$ passes $u^\dagger$.

```lean
/-- Jordan-Wigner matrix of the annihilator `d` on the four-dimensional Fock space. -/
def jwD : Matrix (Fin 4) (Fin 4) ℂ := !![0, 1, 0, 0; 0, 0, 0, 0; 0, 0, 0, -1; 0, 0, 0, 0]
```

In this basis $H = \operatorname{diag}(0,\,e,\,e,\,2e+U)$. The component $(1-n_d)u$ takes state $2$ to state $0$ across the energy difference $e$, and $n_du$ takes state $3$ to state $1$ across $e+U$. The proof of the CAR writes out the two adjoints, `hu` and `hd`, and checks each relation entry by entry.

```lean
/-- The Jordan-Wigner matrices satisfy the two-mode anticommutation relations. -/
theorem twoModeCAR_witness : TwoModeCAR jwU jwD := by
  have hu : jwUᴴ = !![0, 0, 0, 0; 0, 0, 0, 0; 1, 0, 0, 0; 0, 1, 0, 0] := by
    ext i j; fin_cases i <;> fin_cases j <;> simp [jwU, conjTranspose_apply]
  have hd : jwDᴴ = !![0, 0, 0, 0; 1, 0, 0, 0; 0, 0, 0, 0; 0, 0, -1, 0] := by
    ext i j; fin_cases i <;> fin_cases j <;> simp [jwD, conjTranspose_apply]
  constructor <;> (try rw [hu]) <;> (try rw [hd]) <;> ext i j <;>
    fin_cases i <;> fin_cases j <;> simp [jwU, jwD, Matrix.mul_apply, Fin.sum_univ_four]

end

end HubbardAtom
```

```lean
#print axioms HubbardAtom.evolve_hubbard
#print axioms HubbardAtom.anticommutator_correlation
```

```
'HubbardAtom.evolve_hubbard' depends on axioms: [propext, Classical.choice, Quot.sound]
'HubbardAtom.anticommutator_correlation' depends on axioms: [propext, Classical.choice, Quot.sound]
```
